# Without retardation, a two-oscillator uniaxial crystal whose distinct transverse frequencies lie below its distinct longitudinal ones has exactly two modes with a macroscopic field at an oblique wave vector

Take a polar crystal with one optic axis and send a long-wavelength lattice vibration through it. If the wave vector lies along the axis or perpendicular to it, the vibration can be sorted into longitudinal and transverse. At an oblique angle this sorting generally fails for vibrations in the plane of the wave vector and the axis: the ions' displacement along one principal direction produces a macroscopic field that also drives the other, and the two directions respond differently. Which frequencies are then possible, and how do they move as the wave vector turns?

Let $\theta$ be the angle between the wave vector $\mathbf q$ and the optic axis, and let $x=\omega^2$ be the squared frequency. Label the direction perpendicular to the axis, in the plane containing $\mathbf q$, by 1, and the axis itself by 2. When retardation is neglected, the electric field is the gradient of a potential and is therefore parallel to $\mathbf q$. With no free charge, $\mathbf q\cdot\mathbf D=0$, so a nonzero field requires

$$\sin^2\theta\,\varepsilon_1(x)+\cos^2\theta\,\varepsilon_2(x)=0 .$$

```lean
import Mathlib

open Set

namespace UniaxialDirectionalDispersion

noncomputable section
```

## One pole and one zero per direction

With a single undamped polar vibration along each principal direction, the permittivity is

$$\varepsilon_i(x)=e_i\,\frac{L_i-x}{T_i-x},\qquad i=1,2 .$$

The background $e_i$ stands for the electronic response at frequencies far above the lattice vibrations. The pole $T_i$ and the zero $L_i$ are the squared transverse and longitudinal frequencies.

```lean
/-- Permittivity along one principal direction at squared frequency `x`, with background value `e`,
transverse pole `T` and longitudinal zero `L`; its domain is `x ≠ T`. -/
def permittivity (e T L x : ℝ) : ℝ := e * (L - x) / (T - x)
```

Absorb the angular factors into positive weights, $a=e_1\sin^2\theta$ and $b=e_2\cos^2\theta$. Here the term polar mode is reserved for a vibration that carries a macroscopic field. Its squared frequency is a value $x$, different from $T_1$ and $T_2$, for which

$$a\,\frac{L_1-x}{T_1-x}+b\,\frac{L_2-x}{T_2-x}=0 .$$

```lean
/-- The squared frequency `x` is a polar mode: it lies off both transverse poles, and the sum of
the two permittivities, with weights `a` and `b`, vanishes. -/
def IsMode (a b T₁ T₂ L₁ L₂ x : ℝ) : Prop :=
  x ≠ T₁ ∧ x ≠ T₂ ∧ permittivity a T₁ L₁ x + permittivity b T₂ L₂ x = 0
```

In `IsMode` the weight takes the place of the background value in `permittivity`. Lean assigns the value zero to a division by zero, so the two conditions `x ≠ T₁` and `x ≠ T₂` are needed to keep the poles from being counted by accident. The ordinary vibration, polarised perpendicular to both $\mathbf q$ and the axis, carries no such field and is not described by this equation.

## From the mode equation to a quadratic

Multiplying by $(T_1-x)(T_2-x)$ gives $S(x)=0$, where

$$S(x)=a(L_1-x)(T_2-x)+b(L_2-x)(T_1-x).$$

```lean
/-- The secular polynomial: the mode equation with its denominators cleared. -/
def secular (a b T₁ T₂ L₁ L₂ x : ℝ) : ℝ :=
  a * (L₁ - x) * (T₂ - x) + b * (L₂ - x) * (T₁ - x)
```

Every mode is a root of $S$: put the two fractions over their common denominator, which is nonzero away from the poles, and the numerator must vanish.

```lean
variable {a b T₁ T₂ L₁ L₂ : ℝ}

/-- Every polar mode is a root of the secular polynomial. -/
theorem secular_of_isMode {x : ℝ} (h : IsMode a b T₁ T₂ L₁ L₂ x) :
    secular a b T₁ T₂ L₁ L₂ x = 0 := by
  obtain ⟨h1, h2, h⟩ := h
  have h1' : T₁ - x ≠ 0 := sub_ne_zero.2 h1.symm
  have h2' : T₂ - x ≠ 0 := sub_ne_zero.2 h2.symm
  unfold permittivity at h
  rw [div_add_div _ _ h1' h2', div_eq_zero_iff] at h
  rcases h with h | h
  · unfold secular
    linear_combination h
  · exact absurd h (mul_ne_zero h1' h2')
```

For the converse, no root of $S$ may sit at a pole. Direct substitution gives

$$S(T_1)=a(L_1-T_1)(T_2-T_1),\qquad S(T_2)=b(L_2-T_2)(T_1-T_2).$$

Both are nonzero if the weights are nonzero, $T_1\neq T_2$, and $L_i\neq T_i$. Any root can therefore be divided back into the original equation.

```lean
/-- With nonzero weights, distinct transverse poles, and `L ≠ T` on each axis, the polar modes are
exactly the roots of the secular polynomial. -/
theorem isMode_iff_secular (ha : a ≠ 0) (hb : b ≠ 0) (hT : T₁ ≠ T₂) (h₁ : L₁ ≠ T₁)
    (h₂ : L₂ ≠ T₂) (x : ℝ) :
    IsMode a b T₁ T₂ L₁ L₂ x ↔ secular a b T₁ T₂ L₁ L₂ x = 0 := by
  refine ⟨secular_of_isMode, fun h => ?_⟩
  unfold secular at h
  -- the polynomial does not vanish at either pole
  have h1 : x ≠ T₁ := by
    intro e
    rw [e] at h
    have h0 : a * (L₁ - T₁) * (T₂ - T₁) = 0 := by linear_combination h
    exact mul_ne_zero (mul_ne_zero ha (sub_ne_zero.2 h₁)) (sub_ne_zero.2 hT.symm) h0
  have h2 : x ≠ T₂ := by
    intro e
    rw [e] at h
    have h0 : b * (L₂ - T₂) * (T₁ - T₂) = 0 := by linear_combination h
    exact mul_ne_zero (mul_ne_zero hb (sub_ne_zero.2 h₂)) (sub_ne_zero.2 hT) h0
  refine ⟨h1, h2, ?_⟩
  unfold permittivity
  rw [div_add_div _ _ (sub_ne_zero.2 h1.symm) (sub_ne_zero.2 h2.symm), div_eq_zero_iff]
  left
  linear_combination h
```

The facts `h1` and `h2` are these two evaluations, each turned into a contradiction. The last lines restore the fractions.

## At most two roots, and where to find them

The coefficient of $x^2$ in $S$ is $a+b$. If $x\neq y$ are both roots, then $S(z)-(a+b)(z-x)(z-y)$ is at most linear in $z$ and is fixed by its values at $x$ and $y$. Explicitly,

$$(x-y)\bigl[S(z)-(a+b)(z-x)(z-y)\bigr]=(z-y)S(x)-(z-x)S(y)=0 .$$

Cancelling $x-y$ gives $S(z)=(a+b)(z-x)(z-y)$.

```lean
/-- Two distinct roots factorise the secular polynomial. -/
theorem secular_factor {x y : ℝ} (hx : secular a b T₁ T₂ L₁ L₂ x = 0)
    (hy : secular a b T₁ T₂ L₁ L₂ y = 0) (hxy : x ≠ y) (z : ℝ) :
    secular a b T₁ T₂ L₁ L₂ z = (a + b) * (z - x) * (z - y) := by
  apply mul_left_cancel₀ (sub_ne_zero.2 hxy)
  unfold secular at *
  linear_combination (z - y) * hx - (z - x) * hy
```

The coefficients passed to `linear_combination` are those on the right of the displayed identity.

To locate a root, suppose $S(p)S(q)<0$. Since $S$ is continuous, it vanishes somewhere between $p$ and $q$. It does not vanish at either end, because the product would then be zero, so the root lies strictly inside.

```lean
/-- If the secular polynomial has opposite signs at `p` and `q`, it has a root strictly between
them. -/
theorem exists_root_between {p q : ℝ}
    (h : secular a b T₁ T₂ L₁ L₂ p * secular a b T₁ T₂ L₁ L₂ q < 0) :
    ∃ x ∈ Ioo (min p q) (max p q), secular a b T₁ T₂ L₁ L₂ x = 0 := by
  have hc : Continuous (secular a b T₁ T₂ L₁ L₂) := by
    unfold secular
    fun_prop
  have h0 : (0 : ℝ) ∈ uIcc (secular a b T₁ T₂ L₁ L₂ p) (secular a b T₁ T₂ L₁ L₂ q) := by
    rw [mem_uIcc]
    rcases mul_neg_iff.1 h with ⟨h1, h2⟩ | ⟨h1, h2⟩
    · exact Or.inr ⟨h2.le, h1.le⟩
    · exact Or.inl ⟨h1.le, h2.le⟩
  obtain ⟨x, hx, hx0⟩ := intermediate_value_uIcc hc.continuousOn h0
  have hp : x ≠ p := by
    intro e
    rw [← e, hx0, zero_mul] at h
    exact lt_irrefl _ h
  have hq : x ≠ q := by
    intro e
    rw [← e, hx0, mul_zero] at h
    exact lt_irrefl _ h
  refine ⟨x, ?_, hx0⟩
  rcases mem_uIcc.1 hx with ⟨h1, h2⟩ | ⟨h1, h2⟩
  · rw [min_eq_left (h1.trans h2), max_eq_right (h1.trans h2)]
    exact ⟨lt_of_le_of_ne h1 hp.symm, lt_of_le_of_ne h2 hq⟩
  · rw [min_eq_right (h1.trans h2), max_eq_left (h1.trans h2)]
    exact ⟨lt_of_le_of_ne h1 hq.symm, lt_of_le_of_ne h2 hp⟩
```

Writing the interval as `Ioo (min p q) (max p q)` covers both orders of the endpoints.

## The two modes

Now assume $a,b>0$, $T_1\neq T_2$, $L_1\neq L_2$ and

$$\max(T_1,T_2)<\min(L_1,L_2).$$

Physically, this last condition says that the splitting caused by the macroscopic field is large enough, compared with the crystal's anisotropy, to keep the two pairs of frequencies apart. It is assumed here, not derived from force constants. The values at the poles give

$$S(T_1)S(T_2)=-ab(L_1-T_1)(L_2-T_2)(T_1-T_2)^2<0 .$$

At the zeros, $S(L_1)=b(L_2-L_1)(T_1-L_1)$ and $S(L_2)=a(L_1-L_2)(T_2-L_2)$, hence

$$S(L_1)S(L_2)=-ab(L_1-T_1)(L_2-T_2)(L_1-L_2)^2<0 .$$

There is thus a root $x$ strictly between the transverse values and a root $y$ strictly between the longitudinal ones. The gap makes $x<y$, and since $a+b\neq0$, the factorised form leaves no third root.

```lean
/-- If the weights are positive, the two transverse values are distinct, the two longitudinal values
are distinct, and both transverse values lie below both longitudinal ones, there are exactly two
polar modes: one strictly between the transverse values and one strictly between the longitudinal
values. -/
theorem two_modes (ha : 0 < a) (hb : 0 < b) (hT : T₁ ≠ T₂) (hL : L₁ ≠ L₂)
    (hgap : max T₁ T₂ < min L₁ L₂) :
    ∃ x y, x ∈ Ioo (min T₁ T₂) (max T₁ T₂) ∧ y ∈ Ioo (min L₁ L₂) (max L₁ L₂) ∧
      ∀ z, IsMode a b T₁ T₂ L₁ L₂ z ↔ z = x ∨ z = y := by
  obtain ⟨⟨h11, _⟩, ⟨_, h22⟩⟩ : (T₁ < L₁ ∧ T₂ < L₁) ∧ (T₁ < L₂ ∧ T₂ < L₂) := by
    simpa only [lt_min_iff, max_lt_iff] using hgap
  have hP : 0 < a * b * (L₁ - T₁) * (L₂ - T₂) :=
    mul_pos (mul_pos (mul_pos ha hb) (sub_pos.2 h11)) (sub_pos.2 h22)
  -- sign change between the transverse values
  obtain ⟨x, ⟨hx1, hx2⟩, hx⟩ := exists_root_between (a := a) (b := b) (T₁ := T₁) (T₂ := T₂)
    (L₁ := L₁) (L₂ := L₂) (p := T₁) (q := T₂) (by
      have h := mul_pos hP (pow_pos (abs_pos.2 (sub_ne_zero.2 hT)) 2)
      rw [sq_abs] at h
      unfold secular
      linarith)
  -- sign change between the longitudinal values
  obtain ⟨y, ⟨hy1, hy2⟩, hy⟩ := exists_root_between (a := a) (b := b) (T₁ := T₁) (T₂ := T₂)
    (L₁ := L₁) (L₂ := L₂) (p := L₁) (q := L₂) (by
      have h := mul_pos hP (pow_pos (abs_pos.2 (sub_ne_zero.2 hL)) 2)
      rw [sq_abs] at h
      unfold secular
      linarith)
  have hxy : x ≠ y := by linarith [hx2, hgap, hy1] |> fun (h : x < y) => h.ne
  refine ⟨x, y, ⟨hx1, hx2⟩, ⟨hy1, hy2⟩, fun z => ?_⟩
  rw [isMode_iff_secular ha.ne' hb.ne' hT h11.ne' h22.ne', secular_factor hx hy hxy z,
    mul_eq_zero, mul_eq_zero, sub_eq_zero, sub_eq_zero]
  have hab : a + b ≠ 0 := (add_pos ha hb).ne'
  tauto
```

The conclusion says that a real number `z` is a mode if and only if it equals `x` or `y`. In the proof, `hP` collects the positive factor common to both products, and `exists_root_between` is applied once to each pair. The theorem concerns squared frequencies and does not require them to be positive; for a stable crystal, with $T_1,T_2>0$, both modes have real frequencies.

Returning to the wave vector, $\sin\theta\neq0$ and $\cos\theta\neq0$ express that it is oblique. With $e_1,e_2>0$, both $e_1\sin^2\theta$ and $e_2\cos^2\theta$ are positive, and the previous result applies.

```lean
/-- Let the background values be positive, the transverse values distinct, the longitudinal values
distinct, and both transverse values below both longitudinal ones. For a wave vector at an oblique
angle `θ` to the optic axis, the permittivity along the wave vector then vanishes at exactly two
squared frequencies off the transverse poles: one strictly between the transverse values and one
strictly between the longitudinal values. -/
theorem oblique_modes {e₁ e₂ θ : ℝ} (h₁ : 0 < e₁) (h₂ : 0 < e₂) (hs : Real.sin θ ≠ 0)
    (hc : Real.cos θ ≠ 0) (hT : T₁ ≠ T₂) (hL : L₁ ≠ L₂) (hgap : max T₁ T₂ < min L₁ L₂) :
    ∃ x y, x ∈ Ioo (min T₁ T₂) (max T₁ T₂) ∧ y ∈ Ioo (min L₁ L₂) (max L₁ L₂) ∧
      ∀ z, (z ≠ T₁ ∧ z ≠ T₂ ∧ Real.sin θ ^ 2 * permittivity e₁ T₁ L₁ z
        + Real.cos θ ^ 2 * permittivity e₂ T₂ L₂ z = 0) ↔ z = x ∨ z = y := by
  have ha : 0 < Real.sin θ ^ 2 * e₁ := by positivity
  have hb : 0 < Real.cos θ ^ 2 * e₂ := by positivity
  obtain ⟨x, y, hx, hy, h⟩ := two_modes ha hb hT hL hgap
  refine ⟨x, y, hx, hy, fun z => ?_⟩
  have hw : ∀ w e T L : ℝ, w * permittivity e T L z = permittivity (w * e) T L z := by
    intro w e T L
    unfold permittivity
    ring
  rw [← h z, hw, hw]
  rfl
```

The auxiliary statement `hw` moves each angular factor inside the permittivity. In phonon calculations for polar crystals, where the long-wavelength frequencies depend on the direction of approach to zero wave vector, the two intervals offer a check on the two computed branches that carry a macroscopic field, provided that the crystal is well described by this undamped, non-retarded model with one oscillator per direction and that its frequencies are ordered as assumed above.

## How the modes move as the wave vector turns

Turning $\mathbf q$ from the perpendicular direction towards the axis increases $b/a=(e_2/e_1)\cot^2\theta$. Compare weights $(a,b)$ with new weights $(a',b')$ for which the second axis counts for more, $ba'<b'a$. Let $z$ be a root for the new weights, so that $a'(L_1-z)(T_2-z)=-b'(L_2-z)(T_1-z)$. Inserting this in the old polynomial $S$ gives

$$a'S(z)=-(b'a-ba')(L_2-z)(T_1-z).$$

If $a'>0$ and $(L_2-z)(T_1-z)<0$, then $S(z)>0$.

```lean
/-- Let `z` be a root for weights `a', b'` with `a' > 0`, and let `(L₂ - z)(T₁ - z)` be negative.
Then the secular polynomial for any weights `a, b` with `b * a' < b' * a` is positive at `z`. -/
theorem secular_pos_of_reweight {a' b' z : ℝ} (hz : secular a' b' T₁ T₂ L₁ L₂ z = 0)
    (hN : (L₂ - z) * (T₁ - z) < 0) (ha' : 0 < a') (hw : b * a' < b' * a) :
    0 < secular a b T₁ T₂ L₁ L₂ z := by
  have key : a' * secular a b T₁ T₂ L₁ L₂ z
      = (b' * a - b * a') * (-((L₂ - z) * (T₁ - z))) := by
    unfold secular at *
    linear_combination a * hz
  have h := mul_pos (sub_pos.2 hw) (neg_pos.2 hN)
  rw [← key] at h
  exact (mul_pos_iff_of_pos_left ha').1 h
```

Suppose $T_1<T_2$. Let $x$ be the old lower mode, $v$ the old upper mode and $x'$ the new lower mode. Since $T_1<x'<T_2<L_2$, the sign condition holds and

$$(a+b)(x'-x)(x'-v)=S(x')>0 .$$

Because $x'<v$, the factor $x'-x$ must be negative. The lower mode has fallen.

```lean
/-- For positive weights, `L₁ ≠ L₂`, and both transverse values below both longitudinal ones: if `T₁
< T₂`, the lower mode falls strictly when the relative weight of the second axis grows. -/
theorem lower_mode_falls {a' b' x x' : ℝ} (ha : 0 < a) (hb : 0 < b) (ha' : 0 < a')
    (hT : T₁ < T₂) (hL : L₁ ≠ L₂) (hgap : max T₁ T₂ < min L₁ L₂) (hw : b * a' < b' * a)
    (hx : IsMode a b T₁ T₂ L₁ L₂ x) (hxI : x < T₂)
    (hx' : IsMode a' b' T₁ T₂ L₁ L₂ x') (hxI' : x' ∈ Ioo T₁ T₂) : x' < x := by
  obtain ⟨u, v, _, ⟨hv, _⟩, h⟩ := two_modes ha hb hT.ne hL hgap
  obtain ⟨h1, h2⟩ := hxI'
  have hm := le_max_right T₁ T₂
  have hl := min_le_right L₁ L₂
  have hxv : x < v := by linarith
  have hpos := secular_pos_of_reweight (a := a) (b := b) (secular_of_isMode hx')
    (mul_neg_of_pos_of_neg (by linarith) (by linarith)) ha' hw
  -- compare with the factorised polynomial, whose other root is the upper mode
  rw [secular_factor (secular_of_isMode hx) (secular_of_isMode ((h v).2 (Or.inr rfl)))
    hxv.ne x'] at hpos
  by_contra hge
  have h3 : 0 ≤ x' - x := sub_nonneg.2 (not_lt.1 hge)
  have h4 : 0 ≤ v - x' := by linarith
  nlinarith [mul_nonneg (mul_nonneg (add_pos ha hb).le h3) h4]
```

Here `hxI`, the condition `x < T₂`, identifies `x` as the lower of the two old modes. The upper mode `v` is supplied by `two_modes`, and `nlinarith` rules out $x'\geq x$ by the sign of the product.

Suppose instead that $L_1<L_2$. Let $u$ be the old lower mode, $y$ the old upper mode and $y'$ the new upper mode. Now $T_1<L_1<y'<L_2$, so again

$$(a+b)(y'-u)(y'-y)=S(y')>0 .$$

Since $y'>u$, it follows that $y'>y$: the upper mode has risen.

```lean
/-- For positive weights, `T₁ ≠ T₂`, and both transverse values below both longitudinal ones: if `L₁
< L₂`, the upper mode rises strictly when the relative weight of the second axis grows. -/
theorem upper_mode_rises {a' b' y y' : ℝ} (ha : 0 < a) (hb : 0 < b) (ha' : 0 < a')
    (hT : T₁ ≠ T₂) (hL : L₁ < L₂) (hgap : max T₁ T₂ < min L₁ L₂) (hw : b * a' < b' * a)
    (hy : IsMode a b T₁ T₂ L₁ L₂ y) (hyI : L₁ < y)
    (hy' : IsMode a' b' T₁ T₂ L₁ L₂ y') (hyI' : y' ∈ Ioo L₁ L₂) : y < y' := by
  obtain ⟨u, v, ⟨_, hu⟩, _, h⟩ := two_modes ha hb hT hL.ne hgap
  obtain ⟨h1, h2⟩ := hyI'
  have hm := le_max_left T₁ T₂
  have hl := min_le_left L₁ L₂
  have huy : u < y := by linarith
  have hpos := secular_pos_of_reweight (a := a) (b := b) (secular_of_isMode hy')
    (mul_neg_of_pos_of_neg (by linarith) (by linarith)) ha' hw
  rw [secular_factor (secular_of_isMode ((h u).2 (Or.inl rfl))) (secular_of_isMode hy)
    huy.ne y'] at hpos
  by_contra hge
  have h3 : 0 ≤ y - y' := sub_nonneg.2 (not_lt.1 hge)
  have h4 : 0 ≤ y' - u := by linarith
  nlinarith [mul_nonneg (mul_nonneg (add_pos ha hb).le h4) h3]
```

The two directions of motion depend on separate orderings, one of the transverse values and one of the longitudinal values. Each theorem compares two sets of weights directly, so no derivative with respect to angle is needed.

## A wave vector perpendicular to the axis

At $\theta=90^\circ$ the second weight vanishes and the quadratic becomes

$$S(x)=a(L_1-x)(T_2-x).$$

Its roots are $L_1$ and $T_2$, but $T_2$ is a pole and does not count as a polar mode. If $a\neq0$ and $L_1$ differs from both transverse values, only $L_1$ remains.

```lean
/-- If the second axis has zero weight, the first has nonzero weight, and `L₁` differs from both
transverse values, the only polar mode is the longitudinal value `L₁`. -/
theorem principal_axis_mode (ha : a ≠ 0) (h₁ : L₁ ≠ T₁) (h₂ : L₁ ≠ T₂) (x : ℝ) :
    IsMode a 0 T₁ T₂ L₁ L₂ x ↔ x = L₁ := by
  constructor
  · intro h
    have hs := secular_of_isMode h
    unfold secular at hs
    have h0 : a * (T₂ - x) * (L₁ - x) = 0 := by linear_combination hs
    have hne : a * (T₂ - x) ≠ 0 := mul_ne_zero ha (sub_ne_zero.2 h.2.1.symm)
    exact (sub_eq_zero.1 ((mul_eq_zero.1 h0).resolve_left hne)).symm
  · intro h
    rw [h]
    exact ⟨h₁, h₂, by simp [permittivity]⟩

end

end UniaxialDirectionalDispersion
```

The excluded root has a physical meaning: it is the squared frequency of a vibration polarised along the optic axis, which is purely transverse for this wave vector and produces no macroscopic field in the non-retarded description. Two modes of the kind defined by `IsMode` therefore require both directions to contribute.

```lean
#print axioms UniaxialDirectionalDispersion.oblique_modes
#print axioms UniaxialDirectionalDispersion.lower_mode_falls
#print axioms UniaxialDirectionalDispersion.upper_mode_rises
#print axioms UniaxialDirectionalDispersion.principal_axis_mode
```

```
'UniaxialDirectionalDispersion.oblique_modes' depends on axioms: [propext, Classical.choice, Quot.sound]
'UniaxialDirectionalDispersion.lower_mode_falls' depends on axioms: [propext, Classical.choice, Quot.sound]
'UniaxialDirectionalDispersion.upper_mode_rises' depends on axioms: [propext, Classical.choice, Quot.sound]
'UniaxialDirectionalDispersion.principal_axis_mode' depends on axioms: [propext, Classical.choice, Quot.sound]
```
